# The expected entropy of $n$ independent samples from $M$ configurations is low by at most $\ln(1+(M-1)/n)$

Draw $n\ge 1$ independent samples from a strictly positive, normalised distribution $p$ on $M$ configurations, and let $f$ be the vector of observed frequencies. Then

$$S(p)-\ln\!\Big(1+\frac{M-1}{n}\Big)\;\le\;\mathbb E[S(f)]\;\le\;S(p),\qquad S(p)=-\sum_i p_i\ln p_i .$$

The physical problem is to estimate the configurational entropy of an alloy from a histogram of sampled configurations. For independent samples on a finite set of configurations, the result says that the estimate is never too high on average, and that $n\ge (M-1)/(e^{\varepsilon}-1)$ samples keep the mean deficit below or equal to $\varepsilon>0$, in units of $k_B$. It concerns the mean: a single run can still give an entropy above $S(p)$.

## Finitely many configurations

The configurations might be the occupations of a small cluster, with $M=2^L$ for $L$ sites of a binary alloy. In Lean they form a finite type `ι`, and $M$ is `Fintype.card ι`. The distribution is a plain real function `p`, so positivity and normalisation enter as separate hypotheses.

```lean
import Mathlib

open Finset

namespace SampledEntropy

noncomputable section

variable {ι : Type*} [Fintype ι] [DecidableEq ι] {n : ℕ} {p : ι → ℝ}

/-- Shannon entropy `-∑ p ln p` of a distribution on configurations, in units of `k_B`. -/
def entropy (p : ι → ℝ) : ℝ := -∑ i, p i * Real.log (p i)
```

By hand, finiteness enters when a constant is summed over all configurations and gives $M$; the proof does this with `sum_const` and `card_univ`. For infinitely many configurations the lower bound would carry no information.

The deficit will be expressed through the relative entropy $D(f\|p)=\sum_i f_i\ln(f_i/p_i)$, with $0\ln 0=0$.

```lean
/-- Relative entropy `∑ f ln (f / p)` of `f` with respect to a strictly positive `p`. -/
def relEntropy (f p : ι → ℝ) : ℝ := ∑ i, f i * Real.log (f i / p i)
```

A record $x=(x_0,\dots,x_{n-1})$ is a function `Fin n → ι`. It visits configuration $i$ a number $N_i$ of times, called `count x i`, and $f_i=N_i/n$ is `freq x i`.

```lean
/-- Number of visits to configuration `i` in a record `x` of `n` samples. -/
def count (x : Fin n → ι) (i : ι) : ℝ := ∑ k, if x k = i then (1 : ℝ) else 0

/-- Empirical frequency of configuration `i` in a record of `n ≥ 1` samples. -/
def freq (x : Fin n → ι) (i : ι) : ℝ := count x i / n
```

## Independent samples

Independence means that a record has probability $\prod_k p_{x_k}$. It is built into the definition of the expectation `mean` and is not a named hypothesis.

```lean
/-- Expectation of `g` over records of `n` independent samples drawn from `p`. -/
def mean (p : ι → ℝ) (g : (Fin n → ι) → ℝ) : ℝ := ∑ x, (∏ k, p (x k)) * g x

/-- Expected entropy of the empirical frequencies of `n ≥ 1` independent samples. -/
def meanEntropy (p : ι → ℝ) (n : ℕ) : ℝ :=
  mean p (fun x : Fin n → ι => entropy (freq x))
```

Linearity of this expectation is an exchange of finite sums.

```lean
omit [DecidableEq ι] in
/-- The expectation over sample records is linear. -/
theorem mean_linear (p c : ι → ℝ) (g : ι → (Fin n → ι) → ℝ) :
    mean p (fun x => ∑ a, c a * g a x) = ∑ a, c a * mean p (g a) := by
  simp only [mean, mul_sum]
  rw [sum_comm]
  exact sum_congr rfl fun a _ => sum_congr rfl fun x _ => by ring
```

By hand, independence is needed for the second moment of $N_i=\sum_k \mathbf 1[x_k=i]$. The $n$ diagonal terms of $N_i^2$ each average to $p_i$, and the $n(n-1)$ off-diagonal terms each factorise into $p_i^2$:

$$\mathbb E[N_i]=np_i,\qquad \mathbb E[N_i^2]=np_i+n(n-1)p_i^2 .$$

Lean reaches the same moments by adding one sample at a time, which requires splitting a record into its first sample and the rest.

```lean
omit [DecidableEq ι] in
/-- Independence: one can average over the first sample after averaging over the others. -/
theorem mean_succ (p : ι → ℝ) (g : (Fin (n + 1) → ι) → ℝ) :
    mean p g = ∑ j, p j * mean p (fun x : Fin n → ι => g (Fin.cons j x)) := by
  rw [mean, ← (Fin.consEquiv (fun _ : Fin (n + 1) => ι)).sum_comp, Fintype.sum_prod_type]
  simp [mean, Fin.consEquiv, Fin.prod_univ_succ, mul_sum, mul_assoc]
```

The device here is `Fin.consEquiv`, the bijection between pairs (first sample, remaining record) and records of length $n+1$. Its `sum_comp` reindexes the sum over records as a sum over pairs, `Fintype.sum_prod_type` turns that into a double sum, and `Fin.prod_univ_succ` separates the first factor of the probability. The joined record `Fin.cons j x` has value `j` at position 0 and the values of `x` after it by definition. This is why, in the next proof, the count of the longer record splits with a closing `rfl`.

Successive configurations of a Markov chain are generally correlated, and the theorem does not cover such a chain. The lower bound can fail there: if all $n\ge2$ samples are copies of one draw from a uniform distribution with $M\ge2$, every record has $S(f)=0$, while the bound is $\ln M-\ln(1+(M-1)/n)>0$.

## Normalised probabilities

The condition `hp1`, $\sum_i p_i=1$, says that Boltzmann weights have been divided by the partition function. By hand it gives the records total probability one and lets the samples on which an averaged quantity does not depend be summed away.

```lean
/-- For normalised `p`, the records have total probability one, and the visits to `i` have
first moment `n p` and second moment `n p + n (n - 1) p²`. -/
theorem count_moments (hp1 : ∑ i, p i = 1) (i : ι) (n : ℕ) :
    mean p (fun _ : Fin n → ι => 1) = 1 ∧
    mean p (fun x : Fin n → ι => count x i) = n * p i ∧
    mean p (fun x : Fin n → ι => count x i ^ 2) = n * p i + n * (n - 1) * p i ^ 2 := by
  induction n with
  | zero => simp [mean, count]
  | succ n ih =>
    obtain ⟨h0, h1, h2⟩ := ih
    have hc : ∀ j (x : Fin n → ι), count (Fin.cons j x : Fin (n + 1) → ι) i =
        (if j = i then (1 : ℝ) else 0) + count x i := by
      intro j x
      rw [count, Fin.sum_univ_succ]
      rfl
    -- the new sample hits `i` with probability `p i`
    have hF : ∀ F : ℝ → ℝ, ∑ j, p j * F (if j = i then (1 : ℝ) else 0) =
        p i * F 1 + (1 - p i) * F 0 := by
      intro F
      have h : ∀ j, p j * F (if j = i then (1 : ℝ) else 0) =
          p j * F 0 + if j = i then p j * (F 1 - F 0) else 0 := by
        intro j
        split_ifs <;> ring
      simp only [h, sum_add_distrib, ← sum_mul, hp1, sum_ite_eq', mem_univ, if_true]
      ring
    have e1 : ∀ a : ℝ, mean p (fun x : Fin n → ι => a + count x i) =
        a * mean p (fun _ : Fin n → ι => 1) + mean p (fun x : Fin n → ι => count x i) := by
      intro a
      simp only [mean, mul_sum, ← sum_add_distrib]
      exact sum_congr rfl fun x _ => by ring
    have e2 : ∀ a : ℝ, mean p (fun x : Fin n → ι => (a + count x i) ^ 2) =
        a ^ 2 * mean p (fun _ : Fin n → ι => 1) +
        2 * a * mean p (fun x : Fin n → ι => count x i) +
        mean p (fun x : Fin n → ι => count x i ^ 2) := by
      intro a
      simp only [mean, mul_sum, ← sum_add_distrib]
      exact sum_congr rfl fun x _ => by ring
    refine ⟨?_, ?_, ?_⟩ <;> rw [mean_succ]
    · simp only [h0, mul_one, hp1]
    · simp only [hc]
      refine (hF fun a => mean p (fun x : Fin n → ι => a + count x i)).trans ?_
      simp only [e1, h0, h1]
      push_cast
      ring
    · simp only [hc]
      refine (hF fun a => mean p (fun x : Fin n → ι => (a + count x i) ^ 2)).trans ?_
      simp only [e2, h0, h1, h2]
      push_cast
      ring
```

In the induction, `hF` uses `hp1` to say that the new sample hits $i$ with probability $p_i$ and misses with probability $1-p_i$. The second moment then grows as

$$\mathbb E[N_i^2]+2p_i\,\mathbb E[N_i]+p_i=(n+1)p_i+(n+1)n\,p_i^2 ,$$

where the expectations on the left refer to $n$ samples. The helpers `e1` and `e2` expand the averages of $a+N_i$ and $(a+N_i)^2$.

Without normalisation the upper bound can fail. For one configuration of weight 2 and $n=1$, the weighted average of $S(f)$ is 0, but $-2\ln 2<0$.

## Strictly positive probabilities

The condition `hp` says that every listed configuration can occur, as at finite temperature with finite energies. By hand it permits division by $p_i$ in two estimates, both from $\ln t\le t-1$. For $f_i>0$, the choice $t=p_i/f_i$ gives the left inequality below, and $t=f_i/(c\,p_i)$ with $c>0$ gives the right one:

$$f_i-p_i\;\le\; f_i\ln\frac{f_i}{p_i}\;\le\; f_i(\ln c-1)+\frac{f_i^2}{c\,p_i}.$$

For $f_i=0$ both hold directly. Since $f$ and $p$ each sum to one, adding over $i$ yields

$$0\le D(f\|p)\le \ln c+\frac1c\sum_i\frac{f_i^2}{p_i}-1 .$$

```lean
omit [DecidableEq ι] in
/-- For distributions `f` and `p` with `p` strictly positive, the relative entropy is
nonnegative and at most `ln c + (∑ f² / p) / c - 1` for every `c > 0`. -/
theorem relEntropy_bounds {f : ι → ℝ} (hf : ∀ i, 0 ≤ f i) (hf1 : ∑ i, f i = 1)
    (hp : ∀ i, 0 < p i) (hp1 : ∑ i, p i = 1) {c : ℝ} (hc : 0 < c) :
    0 ≤ relEntropy f p ∧
      relEntropy f p ≤ Real.log c + (∑ i, f i ^ 2 / p i) / c - 1 := by
  have h : ∀ i, f i - p i ≤ f i * Real.log (f i / p i) ∧
      f i * Real.log (f i / p i) ≤ f i * (Real.log c - 1) + f i ^ 2 / p i / c := by
    intro i
    have hpi := hp i
    rcases (hf i).eq_or_lt with h | h
    · rw [← h]
      simp [hpi.le]
    · constructor
      · have h1 := Real.log_le_sub_one_of_pos (div_pos hpi h)
        rw [Real.log_div hpi.ne' h.ne'] at h1
        have h2 := mul_le_mul_of_nonneg_left h1 h.le
        have h3 : f i * (p i / f i - 1) = p i - f i := by field_simp
        rw [Real.log_div h.ne' hpi.ne']
        linarith
      · -- tangent to the logarithm at `c`
        have hq := div_pos h hpi
        have h1 := Real.log_le_sub_one_of_pos (div_pos hq hc)
        rw [Real.log_div hq.ne' hc.ne'] at h1
        have h2 := mul_le_mul_of_nonneg_left h1 h.le
        have h3 : f i ^ 2 / p i / c = f i * (f i / p i / c) := by ring
        rw [h3]
        linarith
  have hl := sum_le_sum fun i (_ : i ∈ univ) => (h i).1
  have hu := sum_le_sum fun i (_ : i ∈ univ) => (h i).2
  rw [sum_sub_distrib, hf1, hp1] at hl
  rw [sum_add_distrib, ← sum_mul, ← sum_div, hf1] at hu
  unfold relEntropy
  constructor <;> linarith
```

The proof follows the same case split, with `Real.log_le_sub_one_of_pos` as the logarithm inequality.

Positivity also lets the logarithm of the ratio be split, $D(f\|p)=-S(f)-\sum_i f_i\ln p_i$. Averaging with $\mathbb E[f_i]=p_i$ gives an exact expression for the deficit:

$$S(p)-\mathbb E[S(f)]=\mathbb E[D(f\|p)] .$$

```lean
/-- For `n ≥ 1` independent samples from a strictly positive distribution `p`, the mean entropy
deficit, `S(p)` minus the expected entropy of the empirical frequencies, equals the expected
relative entropy of the empirical frequencies with respect to `p`. -/
theorem bias_eq_mean_relEntropy (hp : ∀ i, 0 < p i) (hp1 : ∑ i, p i = 1) (hn : 1 ≤ n) :
    entropy p - meanEntropy p n = mean p (fun x : Fin n → ι => relEntropy (freq x) p) := by
  have hn' : (n : ℝ) ≠ 0 := by positivity
  have hx : ∀ x : Fin n → ι, relEntropy (freq x) p =
      -entropy (freq x) - ∑ i, Real.log (p i) / n * count x i := by
    intro x
    rw [relEntropy, entropy, neg_neg, ← sum_sub_distrib]
    refine sum_congr rfl fun i _ => ?_
    have e : Real.log (p i) / n * count x i = freq x i * Real.log (p i) := by
      rw [freq]
      ring
    rw [e]
    by_cases h : freq x i = 0
    · simp [h]
    · rw [Real.log_div h (hp i).ne']
      ring
  have hobs := mean_linear p (fun i => Real.log (p i) / n) (fun i (x : Fin n → ι) => count x i)
  have hS : ∑ i, Real.log (p i) / n * (n * p i) = -entropy p := by
    rw [entropy, neg_neg]
    exact sum_congr rfl fun i _ => by field_simp
  simp only [fun i => (count_moments hp1 i n).2.1, hS] at hobs
  have hsplit : mean p (fun x : Fin n → ι => relEntropy (freq x) p) = -meanEntropy p n -
      mean p (fun x : Fin n → ι => ∑ i, Real.log (p i) / n * count x i) := by
    simp only [meanEntropy, mean, hx, mul_sub, mul_neg, sum_sub_distrib, sum_neg_distrib]
  rw [hsplit, hobs]
  ring
```

Here `hx` is the splitting for each record, and `hobs` averages the term with $\ln p_i$ by linearity and the first moment.

If some $p_i$ vanished, $D(f\|p)$ would be infinite for any $f$ with weight there, and the upper estimate would lose its meaning. Such configurations are never sampled, so one removes them from the list and applies the theorem to the rest, with a smaller $M$.

## At least one sample

The condition `hn`, $n\ge1$, says that there are data. By hand it is used whenever one divides by $n$, and so in $\sum_i f_i=1$ and in the remaining average:

$$\mathbb E\Big[\sum_i\frac{f_i^2}{p_i}\Big]=\sum_i\frac{np_i+n(n-1)p_i^2}{n^2p_i}=\sum_i\Big[\frac1n+\Big(1-\frac1n\Big)p_i\Big]=1+\frac{M-1}{n}.$$

Choose $c$ equal to this value, which is at least 1. Averaging the bounds on $D$ then gives $0\le\mathbb E[D(f\|p)]\le\ln c+1-1=\ln c$, and the exact expression for the deficit turns this into the two bounds on $\mathbb E[S(f)]$.

```lean
/-- For `n ≥ 1` independent samples from a strictly positive distribution `p` on `M`
configurations, the expected empirical entropy lies between `S(p) - ln (1 + (M - 1) / n)`
and `S(p)`. -/
theorem sampled_entropy_bounds (hp : ∀ i, 0 < p i) (hp1 : ∑ i, p i = 1) (hn : 1 ≤ n) :
    entropy p - Real.log (1 + ((Fintype.card ι : ℝ) - 1) / n) ≤ meanEntropy p n ∧
      meanEntropy p n ≤ entropy p := by
  have hn' : (n : ℝ) ≠ 0 := by positivity
  have hne : Nonempty ι := by
    by_contra h
    rw [not_nonempty_iff] at h
    simp at hp1
  have hM : (1 : ℝ) ≤ Fintype.card ι := by exact_mod_cast Fintype.card_pos (α := ι)
  have hbias := bias_eq_mean_relEntropy hp hp1 hn
  set c : ℝ := 1 + ((Fintype.card ι : ℝ) - 1) / n with hcdef
  have hc : 0 < c := by
    have : 0 ≤ ((Fintype.card ι : ℝ) - 1) / n := div_nonneg (by linarith) (by positivity)
    linarith
  have hf : ∀ (x : Fin n → ι) i, 0 ≤ freq x i := fun x i =>
    div_nonneg (sum_nonneg fun k _ => by split_ifs <;> norm_num) (by positivity)
  have hf1 : ∀ x : Fin n → ι, ∑ i, freq x i = 1 := by
    intro x
    simp only [freq, count, ← sum_div]
    rw [sum_comm]
    simp [hn']
  have hD := fun x : Fin n → ι => relEntropy_bounds (hf x) (hf1 x) hp hp1 hc
  have hP : ∀ x : Fin n → ι, 0 ≤ ∏ k, p (x k) := fun x => prod_nonneg fun k _ => (hp _).le
  have hone := (count_moments hp1 (Classical.arbitrary ι) n).1
  simp only [mean, mul_one] at hone
  -- the mean of `∑ f² / p` is exactly `c`
  have hQ : mean p (fun x : Fin n → ι => ∑ i, freq x i ^ 2 / p i) = c := by
    have hx : ∀ (x : Fin n → ι) i,
        freq x i ^ 2 / p i = 1 / (p i * n ^ 2) * count x i ^ 2 := by
      intro x i
      rw [freq]
      ring
    have hi : ∀ i, 1 / (p i * n ^ 2) * (n * p i + n * (n - 1) * p i ^ 2) =
        1 / n + (1 - 1 / n) * p i := by
      intro i
      have := (hp i).ne'
      field_simp
    simp only [hx]
    rw [mean_linear p (fun i => 1 / (p i * n ^ 2)) (fun i (x : Fin n → ι) => count x i ^ 2)]
    simp only [fun i => (count_moments hp1 i n).2.2, hi, sum_add_distrib, ← mul_sum, hp1,
      sum_const, card_univ, nsmul_eq_mul, hcdef]
    ring
  constructor
  · have hle : mean p (fun x : Fin n → ι => relEntropy (freq x) p) ≤
        ∑ x : Fin n → ι, (∏ k, p (x k)) *
          (Real.log c + (∑ i, freq x i ^ 2 / p i) / c - 1) :=
      sum_le_sum fun x _ => mul_le_mul_of_nonneg_left (hD x).2 (hP x)
    have heq : ∑ x : Fin n → ι, (∏ k, p (x k)) *
          (Real.log c + (∑ i, freq x i ^ 2 / p i) / c - 1) =
        (Real.log c - 1) * (∑ x : Fin n → ι, ∏ k, p (x k)) +
          mean p (fun x : Fin n → ι => ∑ i, freq x i ^ 2 / p i) / c := by
      rw [mean, sum_div, mul_sum, ← sum_add_distrib]
      exact sum_congr rfl fun x _ => by ring
    rw [heq, hone, hQ, div_self hc.ne'] at hle
    linarith
  · have h0 : 0 ≤ mean p (fun x : Fin n → ι => relEntropy (freq x) p) :=
      sum_nonneg fun x _ => mul_nonneg (hP x) (hD x).1
    linarith
```

In the proof, `hf` and `hf1` establish that the frequencies form a distribution, `hQ` computes the average above, and `hD` supplies the bounds for each record. They are multiplied by the nonnegative record probabilities `hP` and summed. That `ι` is nonempty follows from `hp1`, because an empty sum is not one.

For $n=0$ there are no frequencies. Lean's convention that division by zero gives zero would make the lower bound read $S(p)\le0$, which is false for strictly positive $p$ when $M\ge2$.

At $n=1$ the lower bound can be reached. A single sample puts all frequency on one configuration, so $S(f)=0$; for uniform $p$ one has $S(p)=\ln M$, and the lower bound is $\ln M-\ln M=0$.

```lean
/-- For a single sample from the uniform distribution on a nonempty set of configurations,
the lower bound on the expected empirical entropy is an equality. -/
theorem lower_bound_attained [Nonempty ι] :
    meanEntropy (fun _ : ι => 1 / (Fintype.card ι : ℝ)) 1 =
      entropy (fun _ : ι => 1 / (Fintype.card ι : ℝ)) -
        Real.log (1 + ((Fintype.card ι : ℝ) - 1) / (1 : ℕ)) := by
  have hM : (Fintype.card ι : ℝ) ≠ 0 := by exact_mod_cast Fintype.card_ne_zero (α := ι)
  -- one sample gives a frequency vector without entropy
  have h0 : ∀ x : Fin 1 → ι, entropy (freq x) = 0 := by
    intro x
    rw [entropy, neg_eq_zero]
    refine sum_eq_zero fun i _ => ?_
    have hx : freq x i = if x 0 = i then (1 : ℝ) else 0 := by
      simp only [freq, count, Fin.sum_univ_one, Nat.cast_one, div_one]
    rw [hx]
    split_ifs <;> simp
  have hS : entropy (fun _ : ι => 1 / (Fintype.card ι : ℝ)) =
      Real.log (Fintype.card ι) := by
    simp only [entropy, sum_const, card_univ, nsmul_eq_mul, one_div, Real.log_inv]
    rw [mul_neg, mul_neg, neg_neg, mul_inv_cancel_left₀ hM]
  have h1 : 1 + ((Fintype.card ι : ℝ) - 1) / (1 : ℕ) = Fintype.card ι := by
    push_cast
    ring
  rw [hS, h1, sub_self]
  simp only [meanEntropy, mean, h0, mul_zero, sum_const_zero]

end

end SampledEntropy
```

The lemma `h0` is the vanishing entropy of one sample, and `hS` is the uniform value $\ln M$.

```lean
#print axioms SampledEntropy.sampled_entropy_bounds
#print axioms SampledEntropy.lower_bound_attained
```

```
'SampledEntropy.sampled_entropy_bounds' depends on axioms: [propext, Classical.choice, Quot.sound]
'SampledEntropy.lower_bound_attained' depends on axioms: [propext, Classical.choice, Quot.sound]
```
